# With one conserved momentum, strong electron-electron scattering suppresses the conductivity completely only for drives without momentum

## Does very fast momentum-conserving scattering stop the current?

In a clean metal at moderate temperature, electrons may collide with each other much more often than with impurities. If I add the two scattering rates, the conductivity goes to zero as the electron-electron rate grows. But these collisions conserve total momentum (I neglect umklapp), so a current that carries momentum should not decay completely through them alone. In a linearised Boltzmann model, which is it: does the conductivity vanish, or does it level off, and at what value?

## It levels off at a value set by the momentum mode

It levels off, and the limit is zero exactly when the drive has no overlap with the conserved momentum. This holds for a finite set of modes with a single conserved mode $u\neq0$.

Let $A$ be the symmetric positive definite matrix of momentum-relaxing collisions. Let $B$ be the symmetric positive semidefinite electron-electron matrix, whose kernel consists of the multiples of $u$, and let $s\ge0$ be its strength. A drive $x$ produces the response $\varphi_s=(A+sB)^{-1}x$ and the conductivity $\sigma(s)=\langle x,\varphi_s\rangle$, up to constant prefactors. Then $\sigma$ is nonincreasing and

$$\sigma(s)\to\sigma_\infty=\frac{\langle u,x\rangle^2}{\langle u,Au\rangle}\qquad(s\to\infty).$$

The denominator measures how strongly $A$ relaxes momentum. Rescaling $u$ leaves the ratio unchanged, so $u$ need not be normalised.

### Trial responses give monotonicity

Since $M_s=A+sB$ is positive definite, it is invertible and $M_s\varphi_s=x$. For any trial mode $y$,

$$0\le\langle y-\varphi_s,M_s(y-\varphi_s)\rangle=\langle y,M_sy\rangle-2\langle x,y\rangle+\sigma(s),$$

so $2\langle x,y\rangle-\langle y,M_sy\rangle\le\sigma(s)$. For $0\le s\le t$, take $y=\varphi_t$. Because $\langle\varphi_t,M_s\varphi_t\rangle=\sigma(t)-(t-s)\langle\varphi_t,B\varphi_t\rangle$, this gives

$$\sigma(s)\ge\sigma(t)+(t-s)\langle\varphi_t,B\varphi_t\rangle\ge\sigma(t).$$

### Two bounds give the limit

Put $\alpha=\langle u,x\rangle/\langle u,Au\rangle$, so that $\sigma_\infty=\alpha\langle u,x\rangle$. The trial mode $\alpha u$ costs nothing in $B$, and gives

$$\sigma(s)\ge2\alpha\langle u,x\rangle-\alpha^2\langle u,Au\rangle=\sigma_\infty.$$

For the upper bound, note that $w=x-\alpha Au$ is orthogonal to $u$. Such a $w$ equals $Bz$ for some $z$. To see this, let $Lv=Bv+\langle u,v\rangle u$. By symmetry $\langle u,Bv\rangle=\langle Bu,v\rangle=0$, hence $\langle u,Lv\rangle=\langle u,v\rangle\langle u,u\rangle$. If $Lv=0$, then $\langle u,v\rangle=0$ and $Bv=0$, so $v$ is a multiple of $u$ orthogonal to $u$, which makes it zero. Thus $L$ is injective and, in finite dimension, surjective. Choose $z$ with $Lz=w$. Then $\langle u,z\rangle=0$ and $Bz=w$.

Write $\varphi=\varphi_s$ with $s>0$, and let $e=\sigma(s)-\sigma_\infty$. Testing the Boltzmann equation with $u$ gives $\langle u,A\varphi\rangle=\langle u,x\rangle$, and therefore

$$\langle z,B\varphi\rangle=\langle x-\alpha Au,\varphi\rangle=e.$$

Positivity of $A$ at $\varphi-\alpha u$ gives

$$0\le\langle\varphi,A\varphi\rangle-2\alpha\langle u,x\rangle+\alpha^2\langle u,Au\rangle=\langle\varphi,A\varphi\rangle-\sigma_\infty.$$

Since $\sigma(s)=\langle\varphi,A\varphi\rangle+s\langle\varphi,B\varphi\rangle$, it follows that $s\langle\varphi,B\varphi\rangle\le e$. Positivity of $B$ at $z-s\varphi$ then gives

$$0\le\langle z,Bz\rangle-2se+s^2\langle\varphi,B\varphi\rangle\le\langle z,Bz\rangle-se.$$

So $0\le e\le C/s$ with $C=\langle z,Bz\rangle$, and $\sigma(s)\to\sigma_\infty$. As $\langle u,Au\rangle>0$, the limit is zero exactly when $\langle u,x\rangle=0$.

### Two modes with numbers

Take

$$A=\begin{pmatrix}1&0\\0&2\end{pmatrix},\quad B=\begin{pmatrix}1&-1\\-1&1\end{pmatrix},\quad u=\begin{pmatrix}1\\1\end{pmatrix},\quad (A+sB)^{-1}=\frac1{2+3s}\begin{pmatrix}2+s&s\\s&1+s\end{pmatrix}.$$

For $x=(1,0)$ the conductivity is $(2+s)/(2+3s)$. It falls from $1$ to $1/3$, in agreement with $\langle u,x\rangle^2/\langle u,Au\rangle=1/3$. Adding the rates in the first diagonal entry would give $1/(1+s)$, which wrongly vanishes. Here $\alpha=1/3$ and $z=(1/3,-1/3)$, so $C=4/9$; the actual excess is $4/(6+9s)\le4/(9s)$. For $x=(1,-1)$, which has no momentum, the conductivity is $3/(2+3s)$ and does vanish.

### What the Lean theorem says

In `strong_scattering_limit`, the finite type `n` labels the modes, `⬝ᵥ` is the ordinary dot product and `*ᵥ` applies a matrix to a vector. Over the reals, `A.PosDef` and `B.PosSemidef` include symmetry. `KernelSpannedBy B u` says that `B` annihilates a mode if and only if it is a multiple of `u`.

The conclusion has four parts: `AntitoneOn` on `Set.Ici 0` is the monotonicity for $s\ge0$; then come $\langle u,Au\rangle>0$, the limit, and the criterion for a zero limit. The $C/s$ estimate is stated separately in `conductivity_bounds`, where `C` is chosen before `s` and so does not depend on it.

The same vector `x` is both the drive and the measured current, as for a longitudinal conductivity, and the modes are scaled so that the collision matrices are symmetric. The model is linear, stationary and spatially uniform, with no magnetic field, and `A` stays fixed as `s` varies. The properties of `A` and `B` are assumed, not derived from scattering amplitudes. Real electron-electron collisions also conserve particle number and energy, so the hypotheses describe a symmetry sector in which one momentum component is the only conserved mode. For such a finite, linearised model, the limit offers a check on a numerical Boltzmann solver at dominant electron-electron scattering.

```lean
import Mathlib

open Matrix Filter Topology

namespace StrongElectronScattering

variable {n : Type*} [Fintype n]

/-- The modes conserved by the collision matrix `B` are exactly the multiples of `u`. -/
def KernelSpannedBy (B : Matrix n n ℝ) (u : n → ℝ) : Prop :=
  ∀ v, B *ᵥ v = 0 ↔ ∃ c : ℝ, v = c • u

/-- A real symmetric collision matrix couples two modes reciprocally. -/
theorem reciprocity {M : Matrix n n ℝ} (hM : M.IsHermitian) (a b : n → ℝ) :
    a ⬝ᵥ M *ᵥ b = b ⬝ᵥ M *ᵥ a := by
  have hT : Mᵀ = M := by
    rw [← Matrix.conjTranspose_eq_transpose_of_trivial]
    exact hM.eq
  rw [Matrix.dotProduct_mulVec, ← Matrix.mulVec_transpose, hT, dotProduct_comm]

/-- The dissipation of the mode `a - c b` under a real symmetric collision matrix,
expanded in `c`. -/
theorem dissipation_sub {M : Matrix n n ℝ} (hM : M.IsHermitian) (a b : n → ℝ) (c : ℝ) :
    (a - c • b) ⬝ᵥ M *ᵥ (a - c • b) =
      a ⬝ᵥ M *ᵥ a - 2 * c * (a ⬝ᵥ M *ᵥ b) + c ^ 2 * (b ⬝ᵥ M *ᵥ b) := by
  simp only [Matrix.mulVec_sub, Matrix.mulVec_smul, dotProduct_sub, sub_dotProduct,
    smul_dotProduct, dotProduct_smul, smul_eq_mul]
  linear_combination c * reciprocity hM a b

/-- If the symmetric collision matrix `B` conserves only the multiples of `u`, every drive `w`
orthogonal to `u` is balanced by `B` alone. -/
theorem exists_balance {B : Matrix n n ℝ} {u w : n → ℝ} (hB : B.IsHermitian)
    (hu : KernelSpannedBy B u) (hw : u ⬝ᵥ w = 0) : ∃ z, B *ᵥ z = w := by
  have hBu : B *ᵥ u = 0 := (hu u).2 ⟨1, (one_smul ℝ u).symm⟩
  -- add the map `v ↦ ⟨u, v⟩ u` to `B` to obtain an injective map
  let L : (n → ℝ) →ₗ[ℝ] (n → ℝ) :=
    { toFun := fun v => B *ᵥ v + (u ⬝ᵥ v) • u
      map_add' := fun a b => by
        rw [Matrix.mulVec_add, dotProduct_add]
        module
      map_smul' := fun c a => by
        rw [Matrix.mulVec_smul, dotProduct_smul, smul_eq_mul, RingHom.id_apply]
        module }
  have key : ∀ v, u ⬝ᵥ L v = 0 → u ⬝ᵥ v = 0 := by
    intro v hv
    change u ⬝ᵥ (B *ᵥ v + (u ⬝ᵥ v) • u) = 0 at hv
    rw [dotProduct_add, reciprocity hB u v, hBu, dotProduct_zero, zero_add,
      dotProduct_smul, smul_eq_mul] at hv
    rcases mul_eq_zero.1 hv with h | h
    · exact h
    · rw [dotProduct_self_eq_zero.1 h, zero_dotProduct]
  have hL : ∀ v, u ⬝ᵥ v = 0 → L v = B *ᵥ v := by
    intro v hv
    change B *ᵥ v + (u ⬝ᵥ v) • u = B *ᵥ v
    rw [hv, zero_smul, add_zero]
  have hinj : Function.Injective L := by
    rw [injective_iff_map_eq_zero]
    intro v hv
    have huv := key v (by rw [hv, dotProduct_zero])
    obtain ⟨c, hc⟩ := (hu v).1 ((hL v huv).symm.trans hv)
    apply dotProduct_self_eq_zero.1
    calc v ⬝ᵥ v = (c • u) ⬝ᵥ v := by rw [← hc]
      _ = 0 := by rw [smul_dotProduct, huv, smul_zero]
  obtain ⟨z, hz⟩ := LinearMap.injective_iff_surjective.1 hinj w
  exact ⟨z, (hL z (key z (by rw [hz, hw]))).symm.trans hz⟩

variable [DecidableEq n] {A B : Matrix n n ℝ} {u : n → ℝ}

/-- The stationary response `(A + s B)⁻¹ x` to the drive `x`, for invertible `A + s B`. -/
noncomputable def response (A B : Matrix n n ℝ) (x : n → ℝ) (s : ℝ) : n → ℝ :=
  (A + s • B)⁻¹ *ᵥ x

/-- The conductivity `⟨x, (A + s B)⁻¹ x⟩`, for invertible `A + s B`. -/
noncomputable def conductivity (A B : Matrix n n ℝ) (x : n → ℝ) (s : ℝ) : ℝ :=
  x ⬝ᵥ response A B x s

/-- For positive definite `A`, positive semidefinite `B` and `s ≥ 0`, the response solves the
linearised Boltzmann equation, tested here against an arbitrary mode `y`. -/
theorem boltzmann_equation (hA : A.PosDef) (hB : B.PosSemidef) (x y : n → ℝ) {s : ℝ}
    (hs : 0 ≤ s) :
    y ⬝ᵥ A *ᵥ response A B x s + s * (y ⬝ᵥ B *ᵥ response A B x s) = y ⬝ᵥ x := by
  have hM : (A + s • B).PosDef := hA.add_posSemidef (hB.smul hs)
  have h : (A + s • B) *ᵥ response A B x s = x := by
    rw [response, Matrix.mulVec_mulVec,
      Matrix.mul_nonsing_inv _ (isUnit_iff_ne_zero.mpr hM.det_pos.ne'), Matrix.one_mulVec]
  rw [Matrix.add_mulVec, Matrix.smul_mulVec] at h
  have h' := congrArg (fun v => y ⬝ᵥ v) h
  simpa only [dotProduct_add, dotProduct_smul, smul_eq_mul] using h'

/-- Variational principle: for positive definite `A`, positive semidefinite `B` and `s ≥ 0`,
every trial mode `y` gives a lower bound on the conductivity. -/
theorem variational_bound (hA : A.PosDef) (hB : B.PosSemidef) (x y : n → ℝ) {s : ℝ}
    (hs : 0 ≤ s) :
    2 * (x ⬝ᵥ y) - (y ⬝ᵥ A *ᵥ y + s * (y ⬝ᵥ B *ᵥ y)) ≤ conductivity A B x s := by
  unfold conductivity
  have h1 := boltzmann_equation hA hB x y hs
  have h2 := boltzmann_equation hA hB x (response A B x s) hs
  rw [dotProduct_comm _ x] at h1 h2
  -- the error of the trial mode dissipates a nonnegative power
  have ha := hA.posSemidef.dotProduct_mulVec_nonneg (y - (1 : ℝ) • response A B x s)
  have hb := hB.dotProduct_mulVec_nonneg (y - (1 : ℝ) • response A B x s)
  rw [star_trivial, dissipation_sub hA.isHermitian] at ha
  rw [star_trivial, dissipation_sub hB.isHermitian] at hb
  nlinarith [mul_nonneg hs hb]

/-- For positive definite `A` and positive semidefinite `B`, the conductivity is nonincreasing
in the electron-electron scattering strength `s ≥ 0`. -/
theorem conductivity_antitone (hA : A.PosDef) (hB : B.PosSemidef) (x : n → ℝ) :
    AntitoneOn (conductivity A B x) (Set.Ici 0) := by
  intro s hs t ht hst
  -- the response at `t` serves as trial mode at `s`
  have h1 := variational_bound hA hB x (response A B x t) hs
  have h2 := boltzmann_equation hA hB x (response A B x t) ht
  have hb := hB.dotProduct_mulVec_nonneg (response A B x t)
  rw [star_trivial] at hb
  rw [dotProduct_comm _ x] at h2
  change x ⬝ᵥ response A B x t ≤ _
  nlinarith [mul_nonneg (sub_nonneg.2 hst) hb]

/-- Let `A` be positive definite and `B` positive semidefinite with kernel spanned by `u ≠ 0`. Then
`⟨u, A u⟩ > 0`, and there is a constant `C` such that, for every `s > 0`, the conductivity is at
least `⟨u, x⟩² / ⟨u, A u⟩` and exceeds this value by at most `C / s`. -/
theorem conductivity_bounds (hA : A.PosDef) (hB : B.PosSemidef) (hu0 : u ≠ 0)
    (hu : KernelSpannedBy B u) (x : n → ℝ) :
    0 < u ⬝ᵥ A *ᵥ u ∧ ∃ C : ℝ, ∀ s : ℝ, 0 < s →
      (u ⬝ᵥ x) ^ 2 / (u ⬝ᵥ A *ᵥ u) ≤ conductivity A B x s ∧
      conductivity A B x s ≤ (u ⬝ᵥ x) ^ 2 / (u ⬝ᵥ A *ᵥ u) + C / s := by
  have hp : 0 < u ⬝ᵥ A *ᵥ u := by
    have h := hA.dotProduct_mulVec_pos hu0
    rwa [star_trivial] at h
  have hBu : B *ᵥ u = 0 := (hu u).2 ⟨1, (one_smul ℝ u).symm⟩
  obtain ⟨α, hα⟩ : ∃ α : ℝ, α * (u ⬝ᵥ A *ᵥ u) = u ⬝ᵥ x :=
    ⟨(u ⬝ᵥ x) / (u ⬝ᵥ A *ᵥ u), div_mul_cancel₀ _ hp.ne'⟩
  have hlim : (u ⬝ᵥ x) ^ 2 / (u ⬝ᵥ A *ᵥ u) = α * (u ⬝ᵥ x) := by
    rw [div_eq_iff hp.ne']
    linear_combination (-(u ⬝ᵥ x)) * hα
  -- the part of the drive without momentum is balanced by `B`
  obtain ⟨z, hz⟩ := exists_balance (w := x - α • (A *ᵥ u)) hB.isHermitian hu (by
    rw [dotProduct_sub, dotProduct_smul, smul_eq_mul, hα, sub_self])
  refine ⟨hp, z ⬝ᵥ B *ᵥ z, fun s hs => ?_⟩
  rw [hlim]
  constructor
  · have h := variational_bound hA hB x (α • u) hs.le
    simp only [Matrix.mulVec_smul, hBu, smul_zero, dotProduct_zero, mul_zero, add_zero,
      smul_dotProduct, dotProduct_smul, smul_eq_mul] at h
    rw [dotProduct_comm x u, hα] at h
    linarith
  · unfold conductivity
    have h1 := boltzmann_equation hA hB x (response A B x s) hs.le
    have h2 := boltzmann_equation hA hB x u hs.le
    rw [reciprocity hB.isHermitian u, hBu, dotProduct_zero, mul_zero, add_zero] at h2
    rw [dotProduct_comm _ x] at h1
    have h3 : z ⬝ᵥ B *ᵥ response A B x s = x ⬝ᵥ response A B x s - α * (u ⬝ᵥ x) := by
      rw [reciprocity hB.isHermitian, hz, dotProduct_sub, dotProduct_smul, smul_eq_mul,
        reciprocity hA.isHermitian, h2, dotProduct_comm _ x]
    have ha := hA.posSemidef.dotProduct_mulVec_nonneg (response A B x s - α • u)
    have hb := hB.dotProduct_mulVec_nonneg (z - s • response A B x s)
    rw [star_trivial, dissipation_sub hA.isHermitian,
      reciprocity hA.isHermitian _ u, h2] at ha
    rw [star_trivial, dissipation_sub hB.isHermitian, h3] at hb
    have hα2 : α ^ 2 * (u ⬝ᵥ A *ᵥ u) = α * (u ⬝ᵥ x) := by
      linear_combination α * hα
    rw [hα2] at ha
    have h4 : s * (response A B x s ⬝ᵥ B *ᵥ response A B x s) ≤
        x ⬝ᵥ response A B x s - α * (u ⬝ᵥ x) := by linarith
    have h5 := mul_le_mul_of_nonneg_left h4 hs.le
    have h6 : x ⬝ᵥ response A B x s - α * (u ⬝ᵥ x) ≤ (z ⬝ᵥ B *ᵥ z) / s := by
      rw [le_div_iff₀ hs]
      nlinarith
    linarith

/-- Let `A` be positive definite and `B` positive semidefinite with kernel spanned by `u ≠ 0`. The
conductivity is nonincreasing in `s ≥ 0` and, as `s → ∞`, tends to `⟨u, x⟩² / ⟨u, A u⟩`, where
`⟨u, A u⟩ > 0`; it tends to zero exactly when the drive `x` is orthogonal to `u`. -/
theorem strong_scattering_limit (hA : A.PosDef) (hB : B.PosSemidef) (hu0 : u ≠ 0)
    (hu : KernelSpannedBy B u) (x : n → ℝ) :
    AntitoneOn (conductivity A B x) (Set.Ici 0) ∧ 0 < u ⬝ᵥ A *ᵥ u ∧
      Tendsto (conductivity A B x) atTop (𝓝 ((u ⬝ᵥ x) ^ 2 / (u ⬝ᵥ A *ᵥ u))) ∧
      (Tendsto (conductivity A B x) atTop (𝓝 0) ↔ u ⬝ᵥ x = 0) := by
  obtain ⟨hp, C, hC⟩ := conductivity_bounds hA hB hu0 hu x
  have hup : Tendsto (fun s : ℝ => (u ⬝ᵥ x) ^ 2 / (u ⬝ᵥ A *ᵥ u) + C / s) atTop
      (𝓝 ((u ⬝ᵥ x) ^ 2 / (u ⬝ᵥ A *ᵥ u) + 0)) :=
    tendsto_const_nhds.add (tendsto_const_nhds.div_atTop tendsto_id)
  rw [add_zero] at hup
  have hlim : Tendsto (conductivity A B x) atTop
      (𝓝 ((u ⬝ᵥ x) ^ 2 / (u ⬝ᵥ A *ᵥ u))) :=
    tendsto_of_tendsto_of_tendsto_of_le_of_le' tendsto_const_nhds hup
      ((eventually_gt_atTop 0).mono fun s hs => (hC s hs).1)
      ((eventually_gt_atTop 0).mono fun s hs => (hC s hs).2)
  refine ⟨conductivity_antitone hA hB x, hp, hlim, fun h0 => ?_, fun h => ?_⟩
  · have h := tendsto_nhds_unique hlim h0
    rw [div_eq_iff hp.ne', zero_mul] at h
    exact pow_eq_zero_iff two_ne_zero |>.1 h
  · rw [h, zero_pow two_ne_zero, zero_div] at hlim
    exact hlim

/-- Two modes with relaxation rates 1 and 2, and a collision matrix `B` that conserves only the
multiples of `(1, 1)`, meet the hypotheses of the strong-scattering limit. -/
theorem strong_scattering_witness :
    (Matrix.diagonal ![(1 : ℝ), 2]).PosDef ∧ (!![(1 : ℝ), -1; -1, 1]).PosSemidef ∧
      (![1, 1] : Fin 2 → ℝ) ≠ 0 ∧ KernelSpannedBy !![(1 : ℝ), -1; -1, 1] ![1, 1] := by
  refine ⟨Matrix.PosDef.diagonal fun i => ?_,
    Matrix.PosSemidef.of_dotProduct_mulVec_nonneg ?_ fun v => ?_, fun h => ?_,
    fun v => ⟨fun h => ⟨v 0, ?_⟩, ?_⟩⟩
  · fin_cases i <;> simp
  · ext i j
    fin_cases i <;> fin_cases j <;> simp
  · have h : star v ⬝ᵥ !![(1 : ℝ), -1; -1, 1] *ᵥ v = (v 0 - v 1) ^ 2 := by
      simp [Matrix.mulVec, dotProduct, Fin.sum_univ_succ]
      ring
    rw [h]
    positivity
  · simpa using congrFun h 0
  · have h0 := congrFun h 0
    simp [Matrix.mulVec, dotProduct, Fin.sum_univ_succ] at h0
    ext i
    fin_cases i
    · simp
    · simp
      linarith
  · rintro ⟨c, rfl⟩
    ext i
    fin_cases i <;> simp [Matrix.mulVec, dotProduct, Fin.sum_univ_succ]

end StrongElectronScattering
```

```lean
#print axioms StrongElectronScattering.strong_scattering_limit
```

```
'StrongElectronScattering.strong_scattering_limit' depends on axioms: [propext, Classical.choice, Quot.sound]
```

### From the inequalities to the Lean proof

`reciprocity` moves a symmetric matrix across the dot product, and `dissipation_sub` expands the quadratic form at $a-cb$. The positivity arguments above that involve a difference of two modes use this expansion. `boltzmann_equation` shows that $A+sB$ is positive definite, hence invertible, and tests $M_s\varphi_s=x$ against an arbitrary mode.

`variational_bound` applies positivity of `A` and `B` separately to $y-\varphi_s$, and `nlinarith` combines the two inequalities with weight $s$ on the second. `conductivity_antitone` inserts the response at `t` as trial mode at `s`; the product passed to `nlinarith` is $(t-s)\langle\varphi_t,B\varphi_t\rangle\ge0$.

In `conductivity_bounds`, `h3` is the identity $\langle z,B\varphi\rangle=e$, `h4` is $s\langle\varphi,B\varphi\rangle\le e$, and `h6` is $e\le C/s$. The final theorem squeezes the conductivity between a constant and that constant plus `C / s`. Uniqueness of limits, `tendsto_nhds_unique`, then turns a zero limit into $\langle u,x\rangle=0$. `strong_scattering_witness` confirms that the matrices of the numerical example satisfy all the hypotheses.

### Solving for $z$ without a pseudoinverse

The vector $z$ comes from `LinearMap.injective_iff_surjective`, which says that a linear map from a finite-dimensional space to itself is injective if and only if it is surjective. It needs a linear map and not a bare function, so `exists_balance` builds `L` together with proofs that it respects addition and scalar multiplication. Injectivity is the short kernel argument given above, and `LinearMap.injective_iff_surjective.1 hinj w` then supplies a preimage of `w`. No eigenvectors or pseudoinverse of `B` are required.

Finite dimension matters at this step. On the square-summable sequences, the diagonal operator with entries $1,1/2,1/3,\dots$ is injective but not surjective. A collision operator whose relaxation rates accumulate at zero would therefore need a different argument here.
